# Box states normalised on a uniform grid form an orthogonal matrix that is its own inverse

A particle sits between hard walls, and its wavefunction is stored at the interior points of a uniform grid. In the continuum the box states $\sin(k\pi x/L)$, with $L$ the box length, are exactly orthogonal. Does sampling them spoil this? For modes $1\le k,l\le N-1$ in a box of $N$ equal intervals it does not:

$$\sum_{j=1}^{N-1}\sin\frac{jk\pi}{N}\,\sin\frac{jl\pi}{N}=\begin{cases}N/2 & k=l\\ 0 & k\neq l.\end{cases}$$

In Lean 4 with Mathlib:

```lean
import Mathlib

open Matrix
open scoped Real

namespace DiscreteBoxStates

noncomputable section
```

`boxState N k j` is the amplitude of mode $k$ at point $j$.

```lean
/-- Amplitude `sin (j k π / N)` of box mode `k` at grid point `j` of a box divided into `N`
equal intervals. -/
def boxState (N k j : ℕ) : ℝ := Real.sin ((j : ℝ) * k * π / N)
```

The overlaps reduce to cosine sums $C(m)=\sum_{j=1}^{N-1}\cos(jm\pi/N)$, where the integer $m$ may be negative.

```lean
/-- The sum of `cos (j m π / N)` over the interior grid points `j = 1, …, N - 1`. -/
def gridCosSum (N : ℕ) (m : ℤ) : ℝ :=
  ∑ j ∈ Finset.Ico 1 N, Real.cos ((j : ℝ) * (m : ℝ) * π / N)
```

`Site N` labels both interior points and modes.

```lean
/-- The labels `1, …, N - 1`, used both for interior grid points and for modes. -/
abbrev Site (N : ℕ) : Type := ↥(Finset.Ico 1 N)
```

The scaled states are the rows of $S_{kj}=\sqrt{2/N}\,\sin(jk\pi/N)$.

```lean
/-- The matrix of scaled box states, with entries `√(2/N) sin (j k π / N)`. -/
def sineMatrix (N : ℕ) : Matrix (Site N) (Site N) ℝ :=
  Matrix.of fun k j => Real.sqrt (2 / N) * boxState N k.1 j.1
```

The model is one-dimensional and real, and overlaps are plain sums without a grid-spacing weight.

## At least one interval: $N\ge 1$

For any angle $\theta$,

$$2\sin\tfrac{\theta}{2}\cos j\theta=\sin\big((j+\tfrac12)\theta\big)-\sin\big((j-\tfrac12)\theta\big).$$

Summing over $j=1,\dots,N-1$ leaves $\sin((N-\tfrac12)\theta)-\sin\tfrac\theta2$. The proof is an induction starting at $N=1$, where both sides vanish; each step adds one such difference. At $N=0$ the sum is empty but the right side is $-2\sin\tfrac\theta2$, so the identity fails.

```lean
/-- Telescoping identity: `2 sin (θ/2)` times the sum of `cos (j θ)` over `j = 1, …, N - 1`
equals `sin ((N - 1/2) θ) - sin (θ/2)`. -/
theorem cos_sum_telescope (θ : ℝ) (N : ℕ) (hN : 1 ≤ N) :
    2 * Real.sin (θ / 2) * ∑ j ∈ Finset.Ico 1 N, Real.cos ((j : ℝ) * θ)
      = Real.sin (((N : ℝ) - 1 / 2) * θ) - Real.sin (θ / 2) := by
  induction N, hN using Nat.le_induction with
  | base =>
    have h : (((1 : ℕ) : ℝ) - 1 / 2) * θ = θ / 2 := by push_cast; ring
    rw [h]
    simp
  | succ n hn ih =>
    -- the new term is sin (nθ + θ/2) - sin (nθ - θ/2)
    have h1 : ((n : ℝ) - 1 / 2) * θ = (n : ℝ) * θ - θ / 2 := by ring
    have h2 : (((n + 1 : ℕ) : ℝ) - 1 / 2) * θ = (n : ℝ) * θ + θ / 2 := by push_cast; ring
    rw [Finset.sum_Ico_succ_top hn, h2, Real.sin_add]
    rw [h1, Real.sin_sub] at ih
    linear_combination ih
```

The same condition gives $C(0)=N-1$, since there are $N-1$ terms equal to one.

```lean
/-- At zero wave number the grid cosine sum is `N - 1`. -/
theorem gridCosSum_zero (N : ℕ) (hN : 1 ≤ N) : gridCosSum N 0 = (N : ℝ) - 1 := by
  simp [gridCosSum, Nat.cast_sub hN]
```

## A wave number the grid can tell from zero: $0<|m|<2N$

Put $\theta=m\pi/N$. Then $(N-\tfrac12)\theta=m\pi-\tfrac\theta2$, and because $\sin m\pi=0$,

$$2\sin\tfrac\theta2\;C(m)=-(1+\cos m\pi)\sin\tfrac\theta2 .$$

The condition places $\theta/2$ in $(-\pi,\pi)$ and away from zero, so the sine cancels and $C(m)=-(1+\cos m\pi)/2$. In the proof, `hs` establishes the nonzero sine and `mul_left_cancel₀` cancels it. At $m=0$ or $m=2N$ every cosine is one: the sum is $N-1$, whereas the formula would give $-1$.

```lean
/-- For an integer wave number with `0 < |m| < 2 N` the grid cosine sum is
`-(1 + cos (m π)) / 2`. -/
theorem gridCosSum_eq (N : ℕ) (m : ℤ) (hm0 : m ≠ 0) (hm : |m| < 2 * (N : ℤ)) :
    gridCosSum N m = -(1 + Real.cos ((m : ℝ) * π)) / 2 := by
  obtain ⟨hlo, hhi⟩ := abs_lt.mp hm
  have hN : 1 ≤ N := by omega
  have hNR : (0 : ℝ) < N := Nat.cast_pos.mpr hN
  have hN0 : (N : ℝ) ≠ 0 := hNR.ne'
  have hloR : -(2 * (N : ℝ)) < (m : ℝ) := by exact_mod_cast hlo
  have hhiR : (m : ℝ) < 2 * (N : ℝ) := by exact_mod_cast hhi
  have hm0R : (m : ℝ) ≠ 0 := by exact_mod_cast hm0
  have hpi := Real.pi_pos
  -- the half angle lies in (-π, π) and is nonzero, so its sine can be cancelled
  have hs : Real.sin ((m : ℝ) * π / N / 2) ≠ 0 := by
    intro h
    have h1 : -π < (m : ℝ) * π / N / 2 := by
      rw [div_div, lt_div_iff₀ (by positivity)]
      nlinarith [mul_pos hpi (sub_pos.mpr hloR)]
    have h2 : (m : ℝ) * π / N / 2 < π := by
      rw [div_div, div_lt_iff₀ (by positivity)]
      nlinarith [mul_pos hpi (sub_pos.mpr hhiR)]
    exact div_ne_zero (div_ne_zero (mul_ne_zero hm0R hpi.ne') hN0) two_ne_zero
      ((Real.sin_eq_zero_iff_of_lt_of_lt h1 h2).mp h)
  have key := cos_sum_telescope ((m : ℝ) * π / N) N hN
  have hc : (N : ℝ) * ((m : ℝ) * π / N) = (m : ℝ) * π := by field_simp
  have harg : ((N : ℝ) - 1 / 2) * ((m : ℝ) * π / N) = (m : ℝ) * π - (m : ℝ) * π / N / 2 := by
    linear_combination hc
  rw [harg, Real.sin_sub, Real.sin_int_mul_pi m] at key
  have hsum : gridCosSum N m
      = ∑ j ∈ Finset.Ico 1 N, Real.cos ((j : ℝ) * ((m : ℝ) * π / N)) :=
    Finset.sum_congr rfl fun j _ => congrArg Real.cos (by ring)
  rw [hsum]
  apply mul_left_cancel₀ hs
  linear_combination (1 / 2 : ℝ) * key
```

## Modes inside the range: $1\le k,l\le N-1$

The amplitude is unchanged when mode and point are exchanged, which the matrix results will need.

```lean
/-- The amplitude is symmetric under exchange of mode index and grid index. -/
theorem boxState_symm (N k j : ℕ) : boxState N k j = boxState N j k := by
  unfold boxState
  rw [mul_comm (j : ℝ) (k : ℝ)]
```

The product-to-sum rule turns the overlap into $\tfrac12[C(k-l)-C(k+l)]$; this is `hsplit`. The range ensures $0<k+l<2N$ and $|k-l|<N$, so the formula for $C$ applies, except at $k-l=0$. As $k-l$ and $k+l$ have equal parity, $\cos((k-l)\pi)=\cos((k+l)\pi)$ (`hend`).

- If $k\ne l$, the two sums are equal and the overlap is $0$.
- If $k=l$, it is $\tfrac12[(N-1)-(-1)]=N/2$.

```lean
/-- Discrete orthogonality: for modes `1 ≤ k, l ≤ N - 1` the grid overlap of the box states is
`N / 2` if `k = l` and zero otherwise. -/
theorem boxState_orthogonality (N k l : ℕ) (hk1 : 1 ≤ k) (hkN : k < N) (hl1 : 1 ≤ l)
    (hlN : l < N) :
    ∑ j ∈ Finset.Ico 1 N, boxState N k j * boxState N l j
      = if k = l then (N : ℝ) / 2 else 0 := by
  -- product-to-sum at each grid point
  have hprod : ∀ j : ℕ, boxState N k j * boxState N l j =
      (Real.cos ((j : ℝ) * (((k : ℤ) - (l : ℤ) : ℤ) : ℝ) * π / N)
        - Real.cos ((j : ℝ) * (((k : ℤ) + (l : ℤ) : ℤ) : ℝ) * π / N)) / 2 := by
    intro j
    have e1 : (j : ℝ) * (((k : ℤ) - (l : ℤ) : ℤ) : ℝ) * π / N
        = (j : ℝ) * k * π / N - (j : ℝ) * l * π / N := by push_cast; ring
    have e2 : (j : ℝ) * (((k : ℤ) + (l : ℤ) : ℤ) : ℝ) * π / N
        = (j : ℝ) * k * π / N + (j : ℝ) * l * π / N := by push_cast; ring
    rw [e1, e2, Real.cos_sub, Real.cos_add]
    unfold boxState
    ring
  have hsplit : ∑ j ∈ Finset.Ico 1 N, boxState N k j * boxState N l j
      = (gridCosSum N ((k : ℤ) - (l : ℤ)) - gridCosSum N ((k : ℤ) + (l : ℤ))) / 2 := by
    unfold gridCosSum
    rw [← Finset.sum_sub_distrib, Finset.sum_div]
    exact Finset.sum_congr rfl fun j _ => hprod j
  have hplus := gridCosSum_eq N ((k : ℤ) + (l : ℤ)) (by omega)
    (abs_lt.mpr ⟨by omega, by omega⟩)
  -- k - l and k + l have the same parity
  have hend : Real.cos ((((k : ℤ) - (l : ℤ) : ℤ) : ℝ) * π)
      = Real.cos ((((k : ℤ) + (l : ℤ) : ℤ) : ℝ) * π) := by
    have e1 : (((k : ℤ) - (l : ℤ) : ℤ) : ℝ) * π = (k : ℝ) * π - (l : ℝ) * π := by
      push_cast; ring
    have e2 : (((k : ℤ) + (l : ℤ) : ℤ) : ℝ) * π = (k : ℝ) * π + (l : ℝ) * π := by
      push_cast; ring
    rw [e1, e2, Real.cos_sub, Real.cos_add, Real.sin_nat_mul_pi k]
    ring
  by_cases h : k = l
  · have hz : (k : ℤ) - (l : ℤ) = 0 := by omega
    rw [if_pos h, hsplit, hplus, ← hend, hz, gridCosSum_zero N (by omega), Int.cast_zero,
      zero_mul, Real.cos_zero]
    ring
  · have hminus := gridCosSum_eq N ((k : ℤ) - (l : ℤ)) (by omega)
      (abs_lt.mpr ⟨by omega, by omega⟩)
    rw [if_neg h, hsplit, hplus, hminus, hend]
    ring
```

At $k=0$ or $k=N$ the state vanishes at every grid point, so its squared norm is $0$, not $N/2$. Beyond $N$, modes alias: $\sin(j(2N-k)\pi/N)=\sin(2\pi j-jk\pi/N)=-\sin(jk\pi/N)$. Modes $k$ and $2N-k$ therefore have overlap $-N/2$, although their labels differ.

```lean
/-- Aliasing: for `1 ≤ k ≤ N - 1` and `k + k' = 2 N`, the grid overlap of modes `k` and `k'`
is `-N / 2`. -/
theorem aliased_overlap (N k k' : ℕ) (hk1 : 1 ≤ k) (hkN : k < N) (hkk : k + k' = 2 * N) :
    ∑ j ∈ Finset.Ico 1 N, boxState N k j * boxState N k' j = -((N : ℝ) / 2) := by
  have hNR : (0 : ℝ) < N := Nat.cast_pos.mpr (by omega)
  have hinv : (N : ℝ) * (N : ℝ)⁻¹ = 1 := mul_inv_cancel₀ hNR.ne'
  have hcast : (k : ℝ) + (k' : ℝ) = 2 * (N : ℝ) := by exact_mod_cast hkk
  have hk' : (k' : ℝ) = 2 * (N : ℝ) - k := by linarith
  -- on the grid, mode k' is minus mode k
  have hflip : ∀ j : ℕ, boxState N k' j = -boxState N k j := by
    intro j
    have e : (j : ℝ) * k' * π / N = (j : ℝ) * (2 * π) - (j : ℝ) * k * π / N := by
      rw [hk']
      linear_combination (2 * (j : ℝ) * π) * hinv
    unfold boxState
    rw [e, Real.sin_nat_mul_two_pi_sub]
  have h := boxState_orthogonality N k k hk1 hkN hk1 hkN
  rw [if_pos rfl] at h
  rw [← h, ← Finset.sum_neg_distrib]
  refine Finset.sum_congr rfl fun j _ => ?_
  rw [hflip j]
  ring
```

For $N=3$, mode 1 is $\tfrac{\sqrt3}{2}(1,1)$ and mode 2 is $\tfrac{\sqrt3}{2}(1,-1)$. Their overlap is $\tfrac34-\tfrac34=0$, each squared norm is $\tfrac32$, and

$$S=\frac1{\sqrt2}\begin{pmatrix}1&1\\1&-1\end{pmatrix},\qquad S^2=1.$$

Mode 4 samples to $\tfrac{\sqrt3}{2}(-1,1)$, minus mode 2.

## As many modes as interior points

The matrix theorems carry no explicit range condition: the type `Site N` supplies it. Without equal numbers of modes and points, $S$ would not be square and could not have an inverse. Exchange symmetry gives $S^{\mathsf T}=S$.

```lean
/-- The matrix of scaled box states is symmetric. -/
theorem sineMatrix_transpose (N : ℕ) : (sineMatrix N)ᵀ = sineMatrix N := by
  ext k j
  simp only [Matrix.transpose_apply, sineMatrix, Matrix.of_apply]
  rw [boxState_symm N j.1 k.1]
```

Hence $(S^2)_{kl}=\tfrac2N\sum_j\sin\tfrac{jk\pi}{N}\sin\tfrac{jl\pi}{N}=\delta_{kl}$. The proof extracts the prefactor (`hentry`) and inserts the orthogonality theorem.

```lean
/-- The matrix of scaled box states squares to the identity. -/
theorem sineMatrix_mul_self (N : ℕ) : sineMatrix N * sineMatrix N = 1 := by
  ext k l
  obtain ⟨hk1, hkN⟩ := Finset.mem_Ico.mp k.2
  obtain ⟨hl1, hlN⟩ := Finset.mem_Ico.mp l.2
  have hNR : (0 : ℝ) < N := Nat.cast_pos.mpr (by omega)
  have hN0 : (N : ℝ) ≠ 0 := hNR.ne'
  have hsq : Real.sqrt (2 / (N : ℝ)) * Real.sqrt (2 / (N : ℝ)) = 2 / (N : ℝ) :=
    Real.mul_self_sqrt (by positivity)
  have hterm : ∀ j : Site N, sineMatrix N k j * sineMatrix N j l
      = 2 / (N : ℝ) * (boxState N k.1 j.1 * boxState N l.1 j.1) := by
    intro j
    simp only [sineMatrix, Matrix.of_apply]
    rw [boxState_symm N j.1 l.1]
    linear_combination (boxState N k.1 j.1 * boxState N l.1 j.1) * hsq
  have hcoe : ∑ j : Site N, boxState N k.1 j.1 * boxState N l.1 j.1
      = ∑ j ∈ Finset.Ico 1 N, boxState N k.1 j * boxState N l.1 j :=
    Finset.sum_coe_sort (Finset.Ico 1 N) (fun j => boxState N k.1 j * boxState N l.1 j)
  -- the matrix entry is 2/N times the grid overlap
  have hentry : ∑ j : Site N, sineMatrix N k j * sineMatrix N j l
      = 2 / (N : ℝ) * ∑ j : Site N, boxState N k.1 j.1 * boxState N l.1 j.1 := by
    rw [Finset.mul_sum]
    exact Finset.sum_congr rfl fun j _ => hterm j
  rw [Matrix.mul_apply, Matrix.one_apply, hentry, hcoe,
    boxState_orthogonality N k.1 l.1 hk1 hkN hl1 hlN]
  by_cases h : k = l
  · have h' : k.1 = l.1 := congrArg Subtype.val h
    rw [if_pos h, if_pos h']
    field_simp
  · have h' : ¬ k.1 = l.1 := fun e => h (Subtype.ext e)
    rw [if_neg h, if_neg h', mul_zero]
```

Together, these give $SS^{\mathsf T}=S^{\mathsf T}S=1$ and $S^{-1}=S$.

```lean
/-- The matrix of scaled box states is orthogonal and equal to its own inverse. -/
theorem sineMatrix_orthogonal_involution (N : ℕ) :
    sineMatrix N * (sineMatrix N)ᵀ = 1 ∧ (sineMatrix N)ᵀ * sineMatrix N = 1 ∧
      (sineMatrix N)⁻¹ = sineMatrix N := by
  rw [sineMatrix_transpose]
  exact ⟨sineMatrix_mul_self N, sineMatrix_mul_self N,
    Matrix.inv_eq_right_inv (sineMatrix_mul_self N)⟩
```

For any real grid function $\psi$, writing out $\psi=S(S\psi)$ gives

$$\psi_j=\sum_k\Big(\frac2N\sum_i\sin\frac{ik\pi}{N}\,\psi_i\Big)\sin\frac{jk\pi}{N}.$$

```lean
/-- Every real function on the interior grid points is a sum of box states, the coefficient of
mode `k` being `2 / N` times its grid overlap with the function. -/
theorem grid_expansion (N : ℕ) (ψ : Site N → ℝ) (j : Site N) :
    ψ j = ∑ k : Site N,
      (2 / (N : ℝ) * ∑ i : Site N, boxState N k.1 i.1 * ψ i) * boxState N k.1 j.1 := by
  have hsq : Real.sqrt (2 / (N : ℝ)) * Real.sqrt (2 / (N : ℝ)) = 2 / (N : ℝ) :=
    Real.mul_self_sqrt (by positivity)
  -- transforming twice returns the function
  have h : sineMatrix N *ᵥ (sineMatrix N *ᵥ ψ) = ψ := by
    rw [Matrix.mulVec_mulVec, sineMatrix_mul_self, Matrix.one_mulVec]
  refine (congrFun h j).symm.trans ?_
  simp only [Matrix.mulVec, dotProduct, sineMatrix, Matrix.of_apply]
  refine Finset.sum_congr rfl fun k _ => ?_
  have hin : ∑ i : Site N, Real.sqrt (2 / (N : ℝ)) * boxState N k.1 i.1 * ψ i
      = Real.sqrt (2 / (N : ℝ)) * ∑ i : Site N, boxState N k.1 i.1 * ψ i := by
    rw [Finset.mul_sum]
    exact Finset.sum_congr rfl fun i _ => by ring
  rw [hin, boxState_symm N j.1 k.1]
  linear_combination (boxState N k.1 j.1 * ∑ i : Site N, boxState N k.1 i.1 * ψ i) * hsq
```

Overlaps survive the transform: $(S\psi)\cdot(S\varphi)=\psi\cdot S^{\mathsf T}S\varphi=\psi\cdot\varphi$.

```lean
/-- Discrete Parseval identity: the overlap of two grid functions equals the overlap of their
scaled mode amplitudes. -/
theorem grid_parseval (N : ℕ) (ψ φ : Site N → ℝ) :
    (sineMatrix N *ᵥ ψ) ⬝ᵥ (sineMatrix N *ᵥ φ) = ψ ⬝ᵥ φ := by
  rw [Matrix.dotProduct_mulVec, ← Matrix.mulVec_transpose, sineMatrix_transpose,
    Matrix.mulVec_mulVec, sineMatrix_mul_self, Matrix.one_mulVec]

end

end DiscreteBoxStates
```

In a grid simulation of one particle in a one-dimensional hard-wall box, the same sine-transform routine therefore serves in both directions between points and modes. If the routine returns $c\sum_j\sin(jk\pi/N)\,\psi_j$ with a prefactor $c$ other than $\sqrt{2/N}$, two applications return $c^2N/2$ times the input: $N/2$ times for $c=1$ and $2N$ times for $c=2$. Dividing by that number recovers the input.

```lean
#print axioms DiscreteBoxStates.aliased_overlap
#print axioms DiscreteBoxStates.sineMatrix_orthogonal_involution
#print axioms DiscreteBoxStates.grid_expansion
#print axioms DiscreteBoxStates.grid_parseval
```

```
'DiscreteBoxStates.aliased_overlap' depends on axioms: [propext, Classical.choice, Quot.sound]
'DiscreteBoxStates.sineMatrix_orthogonal_involution' depends on axioms: [propext, Classical.choice, Quot.sound]
'DiscreteBoxStates.grid_expansion' depends on axioms: [propext, Classical.choice, Quot.sound]
'DiscreteBoxStates.grid_parseval' depends on axioms: [propext, Classical.choice, Quot.sound]
```
